# For an injective linear map, Richardson residuals are linearly dependent exactly when DIIS coefficients can combine them to zero

DIIS, a method used to speed up self-consistent-field calculations, combines residuals with coefficients that sum to one. The lemma `lucky_breakdown` treats a linear model, `A x = b` with `A` an injective linear map on a vector space over any field, where each Richardson step adds the residual `b - A x` to the current iterate `x`. It states that the first `k + 1` residuals are linearly dependent if and only if some coefficients summing to one combine them to zero. From a linear dependence, the proof extends the finite list of coefficients by zeros to a sequence and applies `exists_normalised`, which supplies coefficients with sum one. Conversely, coefficients that sum to one cannot all be zero, so a vanishing combination with such coefficients is a linear dependence.

The first attempt, which Lean rejects:

```lean
import Mathlib

open Finset

namespace LuckyBreakdown

variable {K V : Type*} [Field K] [AddCommGroup V] [Module K V]

/-- The Richardson iterates for `A x = b`: each step adds the current residual `b - A x`
to the current iterate, starting from `x0`. -/
def richardson (A : V →ₗ[K] V) (b x0 : V) : ℕ → V
  | 0 => x0
  | k + 1 => richardson A b x0 k + (b - A (richardson A b x0 k))

/-- The residual `b - A x` of the `k`-th Richardson iterate. -/
def residual (A : V →ₗ[K] V) (b x0 : V) (k : ℕ) : V :=
  b - A (richardson A b x0 k)

/-- Richardson residuals obey the recursion `r (k+1) = r k - A (r k)`. -/
theorem residual_succ (A : V →ₗ[K] V) (b x0 : V) (k : ℕ) :
    residual A b x0 (k + 1) = residual A b x0 k - A (residual A b x0 k) := by
  simp only [residual, richardson, map_add]
  abel

/-- Summation by parts: a combination of residuals equals its coefficient sum times the last
residual, plus `A` applied to a shorter combination weighted by the partial coefficient sums. -/
theorem summation_by_parts (A : V →ₗ[K] V) (b x0 : V) (c : ℕ → K) (k : ℕ) :
    ∑ i ∈ range (k + 1), c i • residual A b x0 i =
      (∑ i ∈ range (k + 1), c i) • residual A b x0 k +
        A (∑ i ∈ range k, (∑ j ∈ range (i + 1), c j) • residual A b x0 i) := by
  induction k with
  | zero => simp
  | succ k ih =>
    rw [sum_range_succ (fun i => c i • residual A b x0 i) (k + 1), ih,
      sum_range_succ (fun i => (∑ j ∈ range (i + 1), c j) • residual A b x0 i) k,
      sum_range_succ c (k + 1), map_add, map_smul, residual_succ]
    module

/-- If the first `n` partial sums of a sequence of coefficients vanish, so do its first `n`
coefficients. -/
theorem eq_zero_of_partial_sums (c : ℕ → K) (n : ℕ)
    (h : ∀ i < n, ∑ j ∈ range (i + 1), c j = 0) : ∀ i < n, c i = 0 := by
  intro i hi
  cases i with
  | zero => simpa using h 0 hi
  | succ i =>
    have h1 := h (i + 1) hi
    rwa [sum_range_succ, h i (by omega), zero_add] at h1

/-- For injective `A`, a vanishing combination of the residuals `r 0, ..., r k` with some
non-zero coefficient can be replaced by one whose coefficients sum to one. -/
theorem exists_normalised (A : V →ₗ[K] V) (b x0 : V) (hA : Function.Injective A) (k : ℕ) :
    ∀ c : ℕ → K, ∑ i ∈ range (k + 1), c i • residual A b x0 i = 0 →
      (∃ i < k + 1, c i ≠ 0) →
      ∃ d : ℕ → K, ∑ i ∈ range (k + 1), d i = 1 ∧
        ∑ i ∈ range (k + 1), d i • residual A b x0 i = 0 := by
  -- a non-zero coefficient sum can be divided out
  have scale : ∀ (m : ℕ) (c : ℕ → K), ∑ i ∈ range (m + 1), c i ≠ 0 →
      ∑ i ∈ range (m + 1), c i • residual A b x0 i = 0 →
      ∃ d : ℕ → K, ∑ i ∈ range (m + 1), d i = 1 ∧
        ∑ i ∈ range (m + 1), d i • residual A b x0 i = 0 := by
    intro m c hs h
    refine ⟨fun i => (∑ j ∈ range (m + 1), c j)⁻¹ * c i, ?_, ?_⟩
    · rw [← mul_sum, inv_mul_cancel₀ hs]
    · simp only [mul_smul]
      rw [← smul_sum, h, smul_zero]
  induction k with
  | zero =>
    rintro c h ⟨i, hi, hci⟩
    obtain rfl : i = 0 := by omega
    exact scale 0 c (by simpa using hci) h
  | succ k ih =>
    rintro c h ⟨i, hi, hci⟩
    by_cases hs : ∑ j ∈ range (k + 1 + 1), c j = 0
    · -- zero coefficient sum: cancel `A` and pass to the partial sums
      have hp := summation_by_parts A b x0 c (k + 1)
      rw [h, hs, zero_smul, zero_add] at hp
      have hq := (injective_iff_map_eq_zero A).1 hA _ hp.symm
      have hne : ∃ m < k + 1, ∑ j ∈ range (m + 1), c j ≠ 0 := by
        by_contra hn
        push Not at hn
        refine hci (eq_zero_of_partial_sums c (k + 1 + 1) (fun m hm => ?_) i hi)
        by_cases hm' : m < k + 1
        · exact hn m hm'
        · obtain rfl : m = k + 1 := by omega
          exact hs
      obtain ⟨d, h1, h2⟩ := ih (fun m => ∑ j ∈ range (m + 1), c j) hq hne
      -- pad the shorter combination with a zero coefficient
      obtain ⟨e, he, he'⟩ : ∃ e : ℕ → K, (∀ m ∈ range (k + 1), e m = d m) ∧ e (k + 1) = 0 :=
        ⟨fun m => if m < k + 1 then d m else 0, fun m hm => if_pos (mem_range.1 hm),
          if_neg (lt_irrefl _)⟩
      have h3 : ∑ m ∈ range (k + 1), e m • residual A b x0 m =
          ∑ m ∈ range (k + 1), d m • residual A b x0 m :=
        sum_congr rfl fun m hm => by rw [he m hm]
      refine ⟨e, ?_, ?_⟩
      · rw [sum_range_succ, sum_congr rfl he, h1, he', add_zero]
      · rw [sum_range_succ, h3, h2, he', zero_smul, add_zero]
    · exact scale (k + 1) c hs h

/-- Lucky breakdown of DIIS: for injective `A`, the Richardson residuals `r 0, ..., r k` are
linearly dependent if and only if some coefficients summing to one combine them to zero. -/
theorem lucky_breakdown (A : V →ₗ[K] V) (hA : Function.Injective A) (b x0 : V) (k : ℕ) :
    ¬ LinearIndependent K (fun i : Fin (k + 1) => residual A b x0 i) ↔
      ∃ c : Fin (k + 1) → K, ∑ i, c i = 1 ∧ ∑ i, c i • residual A b x0 i = 0 := by
  constructor
  · intro h
    obtain ⟨g, hg, i, hi⟩ := Fintype.not_linearIndependent_iff.1 h
    -- extend the finite list of coefficients to a sequence
    obtain ⟨c, hc⟩ : ∃ c : ℕ → K, ∀ j : Fin (k + 1), c j = g j :=
      ⟨fun j => if hj : j < k + 1 then g ⟨j, hj⟩ else 0, fun j => by simp⟩
    obtain ⟨d, h1, h2⟩ := exists_normalised A b x0 hA k c
      (by rw [sum_range]; simpa only [hc] using hg) ⟨i, i.isLt, by rwa [hc]⟩
    rw [sum_range] at h1 h2
    exact ⟨fun j => d j, h1, h2⟩
  · rintro ⟨c, h1, h2⟩
    refine Fintype.not_linearIndependent_iff.2 ⟨c, h2, ?_⟩
    by_contra hn
    push Not at hn
    simp [hn] at h1

end LuckyBreakdown
```

Messages:

```
Main.lean:110:66: error: unsolved goals
K : Type u_1
V : Type u_2
inst✝² : Field K
inst✝¹ : AddCommGroup V
inst✝ : Module K V
A : V →ₗ[K] V
hA : Function.Injective ⇑A
b x0 : V
k : ℕ
h : ¬LinearIndependent K fun i => residual A b x0 ↑i
g : Fin (k + 1) → K
hg : ∑ i, g i • residual A b x0 ↑i = 0
i : Fin (k + 1)
hi : g i ≠ 0
j : Fin (k + 1)
⊢ k < ↑j → 0 = g j
```

Lean accepts the file once it reads:

```diff
@@ -108,5 +108,5 @@
     -- extend the finite list of coefficients to a sequence
     obtain ⟨c, hc⟩ : ∃ c : ℕ → K, ∀ j : Fin (k + 1), c j = g j :=
-      ⟨fun j => if hj : j < k + 1 then g ⟨j, hj⟩ else 0, fun j => by simp⟩
+      ⟨fun j => if hj : j < k + 1 then g ⟨j, hj⟩ else 0, fun j => dif_pos j.isLt⟩
     obtain ⟨d, h1, h2⟩ := exists_normalised A b x0 hA k c
       (by rw [sum_range]; simpa only [hc] using hg) ⟨i, i.isLt, by rwa [hc]⟩
```

What went wrong. The error is in the step that extends the coefficients `g`, indexed by `Fin (k + 1)`, to a sequence on the natural numbers. The sequence is defined by a test: if `j < k + 1` it takes the value of `g`, otherwise it is `0`. Lean must check that it agrees with `g` at every `j : Fin (k + 1)`.

Here `simp` does not finish. It reduces the equation to `k < ↑j → 0 = g j`, which asks for agreement in the case where the test fails. That case cannot occur, since an element of `Fin (k + 1)` is always below `k + 1`, but `simp` did not use this bound to close the goal.

The repair replaces `by simp` with `dif_pos j.isLt`. The term `j.isLt` is the proof that `↑j < k + 1`, and `dif_pos` uses it to select the first branch of the test. The value there is `g ⟨j, j.isLt⟩`, which Lean accepts as `g j` by definition, so no impossible case is left to prove.
